# Without crystal local fields, a kernel leaves an insulator's dielectric constant unchanged exactly when $q^2 f(q) \to 0$

Put an insulator, with its nuclei held fixed, in a weak static electric field of long wavelength. Its electrons shift and partly screen the field, and the dielectric constant measures by how much. In time-dependent density functional theory the shift is computed for non-interacting Kohn-Sham electrons, which feel the external potential, the Coulomb potential of the induced density and an exchange-correlation potential. The last of these enters through a kernel $f$. With $f = 0$ one obtains the dielectric constant of the random-phase approximation. Which kernels give a different value?

The question is treated here in a scalar model. In a crystal, the response and the kernel are matrices in the reciprocal lattice vectors. Neglecting crystal local fields means keeping one number for each wave number $q$, taken along a fixed direction.

```lean
import Mathlib

open Filter Topology Real

namespace LongRangeKernel

noncomputable section
```

## The interaction and the dielectric function

In atomic units the Coulomb interaction at wave number $q \neq 0$ is
$$v(q) = \frac{4\pi}{q^2}.$$

```lean
/-- The Coulomb interaction `4π/q²` in atomic units, for wave number `q ≠ 0`. -/
def coulomb (q : ℝ) : ℝ := 4 * π / q ^ 2
```

Let $X$ be the Kohn-Sham response, the density change per unit of effective potential. The dielectric function is
$$\varepsilon = 1 - v\,\frac{X}{1 - fX}.$$

```lean
/-- The dielectric function `1 - v X / (1 - f X)` without crystal local fields, for interaction `v`,
exchange-correlation kernel `f` and Kohn-Sham response `X`, where `f X ≠ 1`. -/
def dielectric (v f X : ℝ) : ℝ := 1 - v * (X / (1 - f * X))
```

The arguments of `dielectric` are three real numbers, so the response is taken as static and free of absorption. The dependence on $q$ enters when `coulomb q`, `f q` and `X q` are inserted.

## Why an insulator's response starts at order $q^2$

A constant potential does nothing to an insulator. A slowly varying potential $V$ polarizes it in proportion to the gradient of $V$, and the density change is the divergence of that polarization. Two derivatives give two powers of $q$, so
$$\frac{X(q)}{q^2} \to -a \qquad (q \to 0^+),$$
where $a$ is the polarizability per unit volume of the Kohn-Sham electrons. The minus sign says that electrons leave regions of high potential energy.

```lean
/-- The Kohn-Sham response of an insulator with polarizability `a`:
`X(q)/q²` tends to `-a` as `q → 0+`. -/
def IsInsulating (X : ℝ → ℝ) (a : ℝ) : Prop :=
  Tendsto (fun q => X q / q ^ 2) (𝓝[>] 0) (𝓝 (-a))
```

The filter `𝓝[>] 0` expresses the approach to zero through positive $q$. The limit is the only thing assumed about $X$. It is a postulate about the material and is not derived from a band structure. The sign condition $a > 0$ appears separately in the theorems.

## The dielectric function from the Dyson equation

Let $\chi$ be the full response, the density change per unit of external potential. The Kohn-Sham electrons respond to the external potential plus the induced potential $(v+f)\chi$, hence
$$\chi = X + X(v+f)\chi.$$
Moving the $f$ term to the left gives $(1 - fX)\chi = X(1 + v\chi)$. If $fX \neq 1$, then
$$\chi = \frac{X}{1-fX}\,(1 + v\chi).$$
Multiplying by $v$ and using the definition of $\varepsilon$,
$$(1+v\chi)\,\varepsilon = 1 + v\chi - v\,\frac{X}{1-fX}(1+v\chi) = 1 + v\chi - v\chi = 1.$$

```lean
/-- If the full response `χ` solves the Dyson equation `χ = X + X (v + f) χ` and `f X ≠ 1`, then
`1 + v χ` is the inverse of the dielectric function. -/
theorem inverse_dielectric_of_dyson {v f X χ : ℝ} (h : χ = X + X * (v + f) * χ)
    (hf : 1 - f * X ≠ 0) : (1 + v * χ) * dielectric v f X = 1 := by
  -- the irreducible response X / (1 - f X) is screened by v alone
  have hχ : χ = X / (1 - f * X) * (1 + v * χ) := by
    rw [div_mul_eq_mul_div, eq_div_iff hf]
    linear_combination h
  unfold dielectric
  linear_combination v * hχ
```

The theorem takes a solution $\chi$ of the Dyson equation as given and concludes that $1 + v\chi$ is the inverse of $\varepsilon$, which is the usual definition of the inverse dielectric function. In the proof, `hχ` is the rearranged Dyson equation, and the last `linear_combination` multiplies it by $v$.

## The limit of $\varepsilon$ fixes the limit of $q^2 f$, and conversely

Write $A(q) = X(q)/q^2$ and $F(q) = q^2 f(q)$. The factor $1/q^2$ of the Coulomb interaction combines with $X$, and the powers of $q$ cancel in $fX$:
$$\varepsilon - 1 = \frac{-4\pi A}{1 - fX}, \qquad fX = FA.$$
Let $c$ be a real number with $ac \neq 1$.

Suppose first that $F \to -c$. Since $A \to -a$, the product $FA$ tends to $ac$, and the denominator tends to $1 - ac \neq 0$. Therefore
$$\varepsilon \to 1 + \frac{4\pi a}{1-ac}.$$

Suppose conversely that $\varepsilon$ has this limit. Then $\varepsilon - 1$ tends to $4\pi a/(1-ac)$, which is not zero, and the first identity can be solved for the denominator:
$$1 - fX = \frac{-4\pi A}{\varepsilon - 1} \to 4\pi a \cdot \frac{1-ac}{4\pi a} = 1 - ac.$$
So $fX \to ac$. Because $A \to -a \neq 0$, division by $A$ is allowed close to $q = 0$, and
$$F = \frac{fX}{A} \to \frac{ac}{-a} = -c.$$

```lean
/-- For an insulator with polarizability `a > 0` and any `c` with `a c ≠ 1`, the dielectric function
tends to `1 + 4πa/(1 - ac)` as `q → 0+` exactly when `q² f(q)` tends to `-c`. -/
theorem dielectric_tendsto_iff {X f : ℝ → ℝ} {a c : ℝ} (ha : 0 < a)
    (hX : IsInsulating X a) (hac : a * c ≠ 1) :
    Tendsto (fun q => dielectric (coulomb q) (f q) (X q)) (𝓝[>] 0)
        (𝓝 (1 + 4 * π * a / (1 - a * c))) ↔
      Tendsto (fun q => q ^ 2 * f q) (𝓝[>] 0) (𝓝 (-c)) := by
  have hX' : Tendsto (fun q => X q / q ^ 2) (𝓝[>] 0) (𝓝 (-a)) := hX
  have hd : 1 - a * c ≠ 0 := sub_ne_zero.mpr hac.symm
  have hna : -a ≠ 0 := neg_ne_zero.mpr ha.ne'
  have hA : ∀ᶠ q in 𝓝[>] (0 : ℝ), X q / q ^ 2 ≠ 0 := hX'.eventually_ne hna
  have hx : ∀ᶠ q in 𝓝[>] (0 : ℝ), q ^ 2 * (X q / q ^ 2) = X q := by
    filter_upwards [self_mem_nhdsWithin] with q hq
    have hq0 : q ≠ 0 := (Set.mem_Ioi.mp hq).ne'
    field_simp
  have key : ∀ P D : ℝ, P ≠ 0 → P * (P / D)⁻¹ = D := by
    intro P D hP
    rw [inv_div]
    field_simp
  -- the Coulomb singularity is absorbed by the q² of the response
  have hE : ∀ q, dielectric (coulomb q) (f q) (X q) =
      1 + -(4 * π) * (X q / q ^ 2) / (1 - f q * X q) := by
    intro q
    simp only [dielectric, coulomb]
    ring
  constructor
  · intro h
    have hne : 1 + 4 * π * a / (1 - a * c) - 1 ≠ 0 := by
      rw [add_sub_cancel_left]
      exact div_ne_zero (by positivity) hd
    -- invert the limit of ε - 1 to find that of 1 - f X
    have h2 : Tendsto (fun q => 1 - f q * X q) (𝓝[>] 0) (𝓝 (1 - a * c)) := by
      have e : -(4 * π) * -a * (1 + 4 * π * a / (1 - a * c) - 1)⁻¹ = 1 - a * c := by
        rw [add_sub_cancel_left, neg_mul_neg]
        exact key _ _ (by positivity)
      rw [← e]
      refine Tendsto.congr' ?_
        ((hX'.const_mul (-(4 * π))).mul ((h.sub_const 1).inv₀ hne))
      filter_upwards [hA] with q hq
      rw [hE q, add_sub_cancel_left]
      exact key _ _ (mul_ne_zero (neg_ne_zero.mpr (by positivity)) hq)
    -- divide f X by X / q²
    have h3 : Tendsto (fun q => (1 - (1 - f q * X q)) / (X q / q ^ 2)) (𝓝[>] 0)
        (𝓝 ((1 - (1 - a * c)) / (-a))) := (tendsto_const_nhds.sub h2).div hX' hna
    have e2 : (1 - (1 - a * c)) / (-a) = -c := by
      rw [div_eq_iff hna]
      ring
    rw [e2] at h3
    refine Tendsto.congr' ?_ h3
    filter_upwards [hA, hx] with q hq hxq
    rw [div_eq_iff hq]
    linear_combination (-f q) * hxq
  · intro h
    have h1 : Tendsto (fun q => 1 - q ^ 2 * f q * (X q / q ^ 2)) (𝓝[>] 0)
        (𝓝 (1 - -c * -a)) := tendsto_const_nhds.sub (h.mul hX')
    have hd' : 1 - -c * -a ≠ 0 := by
      rw [neg_mul_neg, mul_comm]
      exact hd
    have h2 : Tendsto (fun q => 1 + -(4 * π) * (X q / q ^ 2) /
        (1 - q ^ 2 * f q * (X q / q ^ 2))) (𝓝[>] 0)
        (𝓝 (1 + -(4 * π) * -a / (1 - -c * -a))) :=
      tendsto_const_nhds.add ((hX'.const_mul (-(4 * π))).div h1 hd')
    have e3 : 1 + -(4 * π) * -a / (1 - -c * -a) = 1 + 4 * π * a / (1 - a * c) := by
      rw [neg_mul_neg, neg_mul_neg, mul_comm c a]
    rw [e3] at h2
    refine Tendsto.congr' ?_ h2
    filter_upwards [hx] with q hxq
    have hfx : q ^ 2 * f q * (X q / q ^ 2) = f q * X q := by
      linear_combination f q * hxq
    rw [hE q, hfx]
```

In words: for any response $X$ of an insulator with polarizability $a > 0$, any kernel $f$ and any $c$ with $ac \neq 1$, the two limits stand or fall together. No regularity of $f$ is assumed.

The proof first collects what both directions use. The identity for $\varepsilon$ is `hE`, the statement $q^2 A = X$ for $q > 0$ is `hx`, and `hA` says that $A \neq 0$ for all sufficiently small $q > 0$. In the direction from $\varepsilon$ to $F$, `h2` is the limit of $1 - fX$, obtained with the inversion rule `key`, and `h3` is the division by $A$. In the other direction, `h1` is the limit of the denominator and `h2` that of 1 plus the quotient, which is $\varepsilon$. Each time, `Tendsto.congr'` carries the limit over to an expression that agrees with the first one near $q = 0$.

The theorem does not require $fX \neq 1$. Where $fX = 1$, Lean's division by zero makes `dielectric` equal to 1, and either limit in the theorem excludes this for small $q$.

Some condition $a \neq 0$ is needed for the converse: if $X = 0$, then $\varepsilon = 1$ for every kernel, and nothing about $f$ can be inferred. At $ac = 1$ the limiting denominator vanishes and the formula for the dielectric constant loses its meaning.

## Kernels that leave the constant alone

For $c = 0$ the limit is $1 + 4\pi a$, the value without a kernel. The equivalence becomes
$$\varepsilon \to 1 + 4\pi a \iff q^2 f(q) \to 0.$$

```lean
/-- For an insulator with polarizability `a > 0`, a kernel leaves the dielectric constant at
`1 + 4πa` exactly when `q² f(q)` vanishes as `q → 0+`. -/
theorem dielectric_unchanged_iff {X f : ℝ → ℝ} {a : ℝ} (ha : 0 < a)
    (hX : IsInsulating X a) :
    Tendsto (fun q => dielectric (coulomb q) (f q) (X q)) (𝓝[>] 0) (𝓝 (1 + 4 * π * a)) ↔
      Tendsto (fun q => q ^ 2 * f q) (𝓝[>] 0) (𝓝 0) := by
  simpa only [mul_zero, sub_zero, div_one, neg_zero] using
    dielectric_tendsto_iff (f := f) (c := 0) ha hX (by simp)
```

The proof inserts $c = 0$ into the previous theorem and simplifies.

If $f$ has a finite limit $b$ as $q \to 0^+$, then $q^2 f(q) \to 0 \cdot b = 0$, and the constant is again $1 + 4\pi a$.

```lean
/-- For an insulator with polarizability `a > 0`, a kernel with a finite limit as `q → 0+` gives
the dielectric constant `1 + 4πa`. -/
theorem dielectric_of_finite_kernel {X f : ℝ → ℝ} {a b : ℝ} (ha : 0 < a)
    (hX : IsInsulating X a) (hf : Tendsto f (𝓝[>] 0) (𝓝 b)) :
    Tendsto (fun q => dielectric (coulomb q) (f q) (X q)) (𝓝[>] 0)
      (𝓝 (1 + 4 * π * a)) := by
  refine (dielectric_unchanged_iff ha hX).mpr ?_
  have h0 : Tendsto (fun q : ℝ => q ^ 2) (𝓝[>] 0) (𝓝 (0 ^ 2)) :=
    ((continuous_id.pow 2).tendsto (0 : ℝ)).mono_left nhdsWithin_le_nhds
  simpa using h0.mul hf
```

The adiabatic local density approximation has a kernel of this type. In the present model, with local fields neglected, it therefore gives the same static dielectric constant as the random-phase approximation. A finite limit is sufficient but not necessary: $f = 1/q$ diverges, yet $q^2 f = q$ vanishes. To change the constant, a kernel must be at least as singular as $1/q^2$ along some sequence of wave numbers tending to zero.

## The kernel strength for a prescribed dielectric constant

Let $E \neq 1$ be the desired value. Solving $E = 1 + 4\pi a/(1-ac)$ for $c$ gives
$$1 - ac = \frac{4\pi a}{E-1}, \qquad -c = \frac{4\pi}{E-1} - \frac{1}{a}.$$
The first equation also shows that $ac \neq 1$, since its right-hand side is not zero.

```lean
/-- For an insulator with polarizability `a > 0`, the dielectric function tends to a prescribed
value `E ≠ 1` as `q → 0+` exactly when `q² f(q)` tends to `4π/(E - 1) - 1/a`. -/
theorem kernel_for_prescribed_constant {X f : ℝ → ℝ} {a E : ℝ} (ha : 0 < a)
    (hX : IsInsulating X a) (hE : E ≠ 1) :
    Tendsto (fun q => dielectric (coulomb q) (f q) (X q)) (𝓝[>] 0) (𝓝 E) ↔
      Tendsto (fun q => q ^ 2 * f q) (𝓝[>] 0) (𝓝 (4 * π / (E - 1) - 1 / a)) := by
  have hE' : E - 1 ≠ 0 := sub_ne_zero.mpr hE
  have hp : 4 * π * a ≠ 0 := by positivity
  have h1 : a * (1 / a) = 1 := mul_one_div_cancel ha.ne'
  have hc : 1 - a * (1 / a - 4 * π / (E - 1)) = 4 * π * a / (E - 1) := by
    linear_combination -h1
  have hac : a * (1 / a - 4 * π / (E - 1)) ≠ 1 := by
    intro h
    apply div_ne_zero hp hE'
    rw [← hc, h, sub_self]
  have e : 1 + 4 * π * a / (4 * π * a / (E - 1)) = E := by
    rw [div_div_eq_mul_div, mul_div_cancel_left₀ _ hp]
    ring
  have main := dielectric_tendsto_iff (f := f) ha hX hac
  rw [hc, e, neg_sub] at main
  exact main
```

Here `hc` is the first equation, `hac` the consequence $ac \neq 1$, and `e` confirms that this $c$ returns $E$. The main theorem then gives the equivalence.

If a long-range kernel is fitted to a known electronic dielectric constant, which leaves out the screening by moving nuclei, this is the strength that the scalar model calls for. It is negative when $E$ exceeds $1 + 4\pi a$. The theorem accepts every real $E \neq 1$, whether or not a stable material could have it. The value $E = 1$ is different because, as long as $fX \neq 1$, no finite limit of $q^2 f$ corresponds to it; $\varepsilon$ approaches 1 when $q^2 |f|$ grows without bound.

## A constant kernel against $-c/q^2$

The simplest insulating response is $X = -aq^2$. For $q > 0$ its ratio to $q^2$ equals $-a$, so the limit is immediate.

```lean
/-- The response `X = -a q²` is that of an insulator with polarizability `a`. -/
theorem isInsulating_witness (a : ℝ) : IsInsulating (fun q => -a * q ^ 2) a := by
  unfold IsInsulating
  refine Tendsto.congr' ?_ tendsto_const_nhds
  filter_upwards [self_mem_nhdsWithin] with q hq
  have hq0 : q ≠ 0 := (Set.mem_Ioi.mp hq).ne'
  exact (mul_div_cancel_right₀ (-a) (pow_ne_zero 2 hq0)).symm
```

Take this response with $a > 0$, and let $0 < c < 1/a$. A constant kernel $f = b$ has the finite limit $b$ and gives $1 + 4\pi a$. The kernel $f = -c/q^2$ has $q^2 f = -c$ for every $q > 0$ and gives $1 + 4\pi a/(1-ac)$. Since $0 < ac < 1$, the denominator lies strictly between 0 and 1, and
$$1 + 4\pi a < 1 + \frac{4\pi a}{1 - ac}.$$
With $4\pi a = 10$ and $ac = 1/6$, for instance, the constant rises from 11 to 13.

```lean
/-- For `X = -a q²` with `a > 0` and `0 < c < 1/a`, the constant kernel `b` gives the dielectric
constant `1 + 4πa`, and the kernel `-c/q²` gives the larger value `1 + 4πa/(1 - ac)`. -/
theorem constant_versus_long_range {a b c : ℝ} (ha : 0 < a) (hc : 0 < c) (hca : c < 1 / a) :
    Tendsto (fun q => dielectric (coulomb q) b (-a * q ^ 2)) (𝓝[>] 0)
        (𝓝 (1 + 4 * π * a)) ∧
      Tendsto (fun q => dielectric (coulomb q) (-c / q ^ 2) (-a * q ^ 2)) (𝓝[>] 0)
        (𝓝 (1 + 4 * π * a / (1 - a * c))) ∧
      1 + 4 * π * a < 1 + 4 * π * a / (1 - a * c) := by
  have h1 : c * a < 1 := (lt_div_iff₀ ha).mp hca
  have hpos : 0 < 1 - a * c := by linarith [mul_comm c a]
  refine ⟨dielectric_of_finite_kernel (f := fun _ => b) ha (isInsulating_witness a)
    tendsto_const_nhds, ?_, ?_⟩
  · refine (dielectric_tendsto_iff (f := fun q => -c / q ^ 2) ha (isInsulating_witness a)
      (by linarith : a * c < 1).ne).mpr ?_
    refine Tendsto.congr' ?_ tendsto_const_nhds
    filter_upwards [self_mem_nhdsWithin] with q hq
    have hq0 : q ≠ 0 := (Set.mem_Ioi.mp hq).ne'
    field_simp
  · have h2 : 4 * π * a < 4 * π * a / (1 - a * c) := by
      rw [lt_div_iff₀ hpos]
      have h3 : 0 < 4 * π * a * (a * c) := by positivity
      linarith [mul_sub (4 * π * a) 1 (a * c)]
    linarith

end

end LongRangeKernel
```

The three parts of the conclusion are the two limits and the strict inequality. The first comes from the theorem on finite kernels and the second from the main equivalence, both applied to the response just constructed. For the third, `lt_div_iff₀` multiplies by the positive number $1 - ac$, which leaves $4\pi a \cdot ac > 0$ to be shown.

```lean
#print axioms LongRangeKernel.inverse_dielectric_of_dyson
-- 'LongRangeKernel.inverse_dielectric_of_dyson' depends on axioms: [propext, Classical.choice, Quot.sound]
#print axioms LongRangeKernel.dielectric_unchanged_iff
-- 'LongRangeKernel.dielectric_unchanged_iff' depends on axioms: [propext, Classical.choice, Quot.sound]
#print axioms LongRangeKernel.kernel_for_prescribed_constant
-- 'LongRangeKernel.kernel_for_prescribed_constant' depends on axioms: [propext, Classical.choice, Quot.sound]
#print axioms LongRangeKernel.constant_versus_long_range
-- 'LongRangeKernel.constant_versus_long_range' depends on axioms: [propext, Classical.choice, Quot.sound]
```

## The same argument for a metal

In a metal the static Kohn-Sham response does not vanish at long wavelength. Suppose $X(q) \to -N$ with $N > 0$; for non-interacting electrons at zero temperature, $N$ is the density of states at the Fermi level per unit volume. The quantity with a finite limit is now
$$q^2(\varepsilon - 1) = \frac{-4\pi X}{1 - fX}.$$
For a real number $g$ with $1 + Ng \neq 0$, the two steps used above, taking the limit of the quotient and inverting it, give
$$q^2(\varepsilon - 1) \to \frac{4\pi N}{1 + Ng} \iff f(q) \to g.$$
This variant is derived here by hand only. With $g = 0$ the limit is the square of the Thomas-Fermi screening wave number. Thus a finite kernel, which leaves the insulator's constant as it was, does alter the screening length of a metal when its limit $g$ is not zero.
